# The force constant of a two-site bond is a repulsion, a frozen and a response term

Put two non-interacting electrons of opposite spin on two sites with fixed on-site energies $D$ and $-D$, where $D\neq 0$, and let the hopping $t$ between the sites pass through zero with slope $t'$ at some value of the bond coordinate. For small $t$ the lower level is $-|D|-t^2/(2|D|)$, so the electrons contribute $-2t'^2/|D|$ to the second derivative of the energy at that point, and all of it comes from the change of the occupied state, because the second derivative of the Hamiltonian has zero expectation value in a state that sits on one site.

```lean
import Mathlib

open Matrix

namespace BondForceConstant

noncomputable section

/-- The two-site bond Hamiltonian with on-site energies `D`, `-D` and hopping `t`. -/
def bondH (D t : ℝ) : Matrix (Fin 2) (Fin 2) ℝ := !![D, t; t, -D]

/-- The purely off-diagonal matrix with hopping amplitude `s`. -/
def hop (s : ℝ) : Matrix (Fin 2) (Fin 2) ℝ := !![0, s; s, 0]

/-- Half the gap between the two levels, `W = √(D² + t²)`. -/
def halfGap (D t : ℝ) : ℝ := √(D ^ 2 + t ^ 2)

/-- The total energy at bond coordinate `x`: two electrons at energy `-W`, plus the
repulsion `U`. -/
def energy (D : ℝ) (t U : ℝ → ℝ) (x : ℝ) : ℝ := -2 * halfGap D (t x) + U x

/-- `v` is a real unit eigenvector of the bond Hamiltonian with energy `L`. -/
def IsLevel (D t L : ℝ) (v : Fin 2 → ℝ) : Prop :=
  bondH D t *ᵥ v = L • v ∧ v ⬝ᵥ v = 1

/-- For nonzero `D` the half gap is positive, and its square is `D² + t²`. -/
theorem halfGap_spec {D : ℝ} (hD : D ≠ 0) (t : ℝ) :
    0 < halfGap D t ∧ halfGap D t ^ 2 = D ^ 2 + t ^ 2 :=
  ⟨Real.sqrt_pos.mpr (by positivity), Real.sq_sqrt (by positivity)⟩

/-- The secular equation of the bond has exactly the roots `-W` and `W`. -/
theorem secular_equation (D t L : ℝ) :
    (bondH D t - L • (1 : Matrix (Fin 2) (Fin 2) ℝ)).det = 0 ↔
      L = -halfGap D t ∨ L = halfGap D t := by
  have hsq : halfGap D t ^ 2 = D ^ 2 + t ^ 2 := Real.sq_sqrt (by positivity)
  have h : (bondH D t - L • (1 : Matrix (Fin 2) (Fin 2) ℝ)).det =
      (L + halfGap D t) * (L - halfGap D t) := by
    rw [Matrix.det_fin_two]
    simp [bondH]
    linear_combination hsq
  rw [h, mul_eq_zero, sub_eq_zero, add_eq_zero_iff_eq_neg]

/-- Entry by entry, the first derivative of the Hamiltonian along the bond coordinate is
`hop t'`, and the derivative of that matrix at `d` is `hop t''`. -/
theorem hamiltonian_derivatives (D : ℝ) {t t' : ℝ → ℝ} {t'' d : ℝ}
    (ht : ∀ x, HasDerivAt t (t' x) x) (ht' : HasDerivAt t' t'' d) :
    (∀ x i j, HasDerivAt (fun y => bondH D (t y) i j) (hop (t' x) i j) x) ∧
      ∀ i j, HasDerivAt (fun y => hop (t' y) i j) (hop t'' i j) d := by
  constructor
  · intro x i j
    fin_cases i <;> fin_cases j
    · exact hasDerivAt_const x D
    · exact ht x
    · exact ht x
    · exact hasDerivAt_const x (-D)
  · intro i j
    fin_cases i <;> fin_cases j
    · exact hasDerivAt_const d (0 : ℝ)
    · exact ht'
    · exact ht'
    · exact hasDerivAt_const d (0 : ℝ)

/-- The site populations and the bond order of a normalised level of energy `L`, each
multiplied by `2L`, are `L + D`, `L - D` and `t`. -/
theorem level_density {D t L : ℝ} {v : Fin 2 → ℝ} (hv : IsLevel D t L v) :
    2 * L * v 0 ^ 2 = L + D ∧ 2 * L * v 1 ^ 2 = L - D ∧ 2 * L * (v 0 * v 1) = t := by
  have h0 := congrFun hv.1 0
  have h1 := congrFun hv.1 1
  have hn := hv.2
  simp [bondH, Matrix.mulVec, dotProduct, Fin.sum_univ_two] at h0 h1
  simp only [dotProduct, Fin.sum_univ_two] at hn
  refine ⟨?_, ?_, ?_⟩
  · linear_combination (L + D) * hn - v 0 * h0 + v 1 * h1
  · linear_combination (L - D) * hn + v 0 * h0 - v 1 * h1
  · linear_combination t * hn - v 1 * h0 - v 0 * h1

/-- The expectation value of a hopping perturbation `s` in the lower level is `-t s / W`. -/
theorem frozen_element {D t : ℝ} (hD : D ≠ 0) {g : Fin 2 → ℝ}
    (hg : IsLevel D t (-halfGap D t) g) (s : ℝ) :
    g ⬝ᵥ (hop s *ᵥ g) = -(t * s / halfGap D t) := by
  have hW := (halfGap_spec hD t).1.ne'
  obtain ⟨_, _, h⟩ := level_density hg
  have hx : g ⬝ᵥ (hop s *ᵥ g) = s * (g 0 * g 1 + g 1 * g 0) := by
    simp [hop, Matrix.mulVec, dotProduct, Fin.sum_univ_two]
    ring
  rw [hx, ← neg_div, eq_div_iff hW]
  linear_combination (-s) * h

/-- The squared matrix element of a hopping perturbation `s` between the lower and the
upper level is `s² D² / W²`. -/
theorem response_element {D t : ℝ} (hD : D ≠ 0) {g e : Fin 2 → ℝ}
    (hg : IsLevel D t (-halfGap D t) g) (he : IsLevel D t (halfGap D t) e) (s : ℝ) :
    (e ⬝ᵥ (hop s *ᵥ g)) ^ 2 = s ^ 2 * D ^ 2 / halfGap D t ^ 2 := by
  obtain ⟨hpos, hsq⟩ := halfGap_spec hD t
  obtain ⟨g0, g1, g01⟩ := level_density hg
  obtain ⟨e0, e1, e01⟩ := level_density he
  have hx : e ⬝ᵥ (hop s *ᵥ g) = s * (e 0 * g 1 + e 1 * g 0) := by
    simp [hop, Matrix.mulVec, dotProduct, Fin.sum_univ_two]
    ring
  rw [hx, eq_div_iff (pow_ne_zero 2 hpos.ne')]
  -- only products of populations and bond orders enter, so the signs of g and e drop out
  linear_combination (s ^ 2 / 4) * (2 * halfGap D t * g 1 ^ 2 * e0
    - (halfGap D t + D) * g1 + 2 * halfGap D t * g 0 ^ 2 * e1
    - (halfGap D t - D) * g0 + 4 * halfGap D t * (g 0 * g 1) * e01
    - 2 * t * g01 + 2 * hsq)

/-- The half gap changes along the bond coordinate at the rate `t t' / W`. -/
theorem halfGap_hasDerivAt {D : ℝ} (hD : D ≠ 0) {t : ℝ → ℝ} {s x : ℝ}
    (ht : HasDerivAt t s x) :
    HasDerivAt (fun y => halfGap D (t y)) (t x * s / halfGap D (t x)) x := by
  have hsq : HasDerivAt (fun y => D ^ 2 + t y ^ 2) (2 * (t x * s)) x :=
    ((ht.fun_pow 2).const_add (D ^ 2)).congr_deriv (by norm_num [mul_assoc])
  have hne : D ^ 2 + t x ^ 2 ≠ 0 := by positivity
  exact (hsq.sqrt hne).congr_deriv (mul_div_mul_left _ _ two_ne_zero)

/-- The force constant of the bond is the sum of the repulsion term `U''`, the term
`-2 t t'' / W` and the term `-2 t'² D² / W³`. -/
theorem force_constant_explicit {D : ℝ} (hD : D ≠ 0) {t t' U U' : ℝ → ℝ} {t'' U'' d : ℝ}
    (ht : ∀ x, HasDerivAt t (t' x) x) (ht' : HasDerivAt t' t'' d)
    (hU : ∀ x, HasDerivAt U (U' x) x) (hU' : HasDerivAt U' U'' d) :
    HasDerivAt (deriv (energy D t U))
      (U'' - 2 * t d * t'' / halfGap D (t d)
        - 2 * t' d ^ 2 * D ^ 2 / halfGap D (t d) ^ 3) d := by
  -- the first derivative, at every bond coordinate
  have h1 : deriv (energy D t U) =
      fun x => U' x - 2 * (t x * t' x / halfGap D (t x)) := by
    funext x
    have h : HasDerivAt (energy D t U) (U' x - 2 * (t x * t' x / halfGap D (t x))) x :=
      (((halfGap_hasDerivAt hD (ht x)).const_mul (-2)).fun_add (hU x)).congr_deriv (by ring)
    exact h.deriv
  obtain ⟨hpos, hsq⟩ := halfGap_spec hD (t d)
  have hW := hpos.ne'
  have hD2 : D ^ 2 = halfGap D (t d) ^ 2 - t d ^ 2 := by linear_combination -hsq
  rw [h1]
  -- differentiate once more and eliminate D² in favour of W² - t²
  have h2 := hU'.fun_sub
    ((((ht d).fun_mul ht').fun_div (halfGap_hasDerivAt hD (ht d)) hW).const_mul 2)
  refine h2.congr_deriv ?_
  rw [hD2]
  field_simp
  ring

/-- The force constant equals `U'' + 2⟨g, H'' g⟩ - 4⟨e, H' g⟩² / (2W)` for any real unit
eigenvectors `g` of the lower and `e` of the upper level. -/
theorem force_constant_perturbation {D : ℝ} (hD : D ≠ 0) {t t' U U' : ℝ → ℝ}
    {t'' U'' d : ℝ} (ht : ∀ x, HasDerivAt t (t' x) x) (ht' : HasDerivAt t' t'' d)
    (hU : ∀ x, HasDerivAt U (U' x) x) (hU' : HasDerivAt U' U'' d) {g e : Fin 2 → ℝ}
    (hg : IsLevel D (t d) (-halfGap D (t d)) g)
    (he : IsLevel D (t d) (halfGap D (t d)) e) :
    HasDerivAt (deriv (energy D t U))
      (U'' + 2 * (g ⬝ᵥ (hop t'' *ᵥ g))
        - 4 * (e ⬝ᵥ (hop (t' d) *ᵥ g)) ^ 2 / (2 * halfGap D (t d))) d := by
  have hW := (halfGap_spec hD (t d)).1.ne'
  refine (force_constant_explicit hD ht ht' hU hU').congr_deriv ?_
  rw [frozen_element hD hg, response_element hD hg he]
  field_simp
  ring

/-- For `D = 7` and `t = 24` the half gap is `25`, with lower level `(3/5, -4/5)` and upper
level `(4/5, 3/5)`. -/
theorem isLevel_witness :
    halfGap 7 24 = 25 ∧ IsLevel 7 24 (-halfGap 7 24) ![3 / 5, -4 / 5] ∧
      IsLevel 7 24 (halfGap 7 24) ![4 / 5, 3 / 5] := by
  have h : halfGap 7 24 = 25 := by
    unfold halfGap
    rw [show (7 : ℝ) ^ 2 + 24 ^ 2 = 25 ^ 2 by norm_num]
    exact Real.sqrt_sq (by norm_num)
  rw [h]
  refine ⟨rfl, ⟨?_, ?_⟩, ⟨?_, ?_⟩⟩
  · ext i
    fin_cases i <;> norm_num [bondH, Matrix.mulVec, dotProduct, Fin.sum_univ_two]
  · norm_num [dotProduct, Fin.sum_univ_two]
  · ext i
    fin_cases i <;> norm_num [bondH, Matrix.mulVec, dotProduct, Fin.sum_univ_two]
  · norm_num [dotProduct, Fin.sum_univ_two]

end

end BondForceConstant
```

```lean
#print axioms BondForceConstant.secular_equation
#print axioms BondForceConstant.hamiltonian_derivatives
#print axioms BondForceConstant.force_constant_explicit
#print axioms BondForceConstant.force_constant_perturbation
```

```
'BondForceConstant.secular_equation' depends on axioms: [propext, Classical.choice, Quot.sound]
'BondForceConstant.hamiltonian_derivatives' depends on axioms: [propext, Classical.choice, Quot.sound]
'BondForceConstant.force_constant_explicit' depends on axioms: [propext, Classical.choice, Quot.sound]
'BondForceConstant.force_constant_perturbation' depends on axioms: [propext, Classical.choice, Quot.sound]
```

## The bond and its energy

At a general bond coordinate $x$ the one-electron Hamiltonian is

$$H(x)=\begin{pmatrix} D & t(x)\\ t(x) & -D\end{pmatrix},$$

written `bondH D (t x)` in Lean. Its secular equation is

$$\det(H-L)=(D-L)(-D-L)-t^2=L^2-D^2-t^2=0,$$

with roots $L=\pm W$, where $W=\sqrt{D^2+t^2}$ is half the gap. This is `secular_equation`, and `halfGap` is $W$.

Two electrons of opposite spin fill the lower level. The total energy, `energy`, is therefore

$$E(x)=-2W(x)+U(x).$$

The function $U$ stands for the repulsion between the two atomic cores, which depends on the bond coordinate but not on the electronic state. The condition $D\neq0$ says that the two sites are inequivalent. It keeps the gap $2W$ open even where the hopping vanishes, so that $W$ is differentiable there too. With $D=0$ one would have $W=|t|$, which has a kink wherever $t$ passes through zero with nonzero slope.

The matrix `hop s` has $s$ in both off-diagonal places and zeros on the diagonal. Since $D$ doesn't depend on $x$, the derivatives of the Hamiltonian are $H'=$ `hop (t' x)` and, at the coordinate $d$ of interest, $H''=$ `hop t''`. The theorem `hamiltonian_derivatives` establishes this entry by entry.

## What is claimed about the second derivative

Both force-constant theorems assume that $D\neq0$, that $t$ and $U$ have derivatives $t'$ and $U'$ at every $x$, and that these derivatives are themselves differentiable at $d$, with values $t''$ and $U''$. In Lean, `t'` and `U'` are functions, while `t''` and `U''` are numbers. The conclusion has the form `HasDerivAt (deriv (energy D t U)) … d`: the slope of the energy is differentiable at $d$, and its derivative is the stated number.

In `force_constant_explicit` that number is

$$E''=U''-\frac{2tt''}{W}-\frac{2t'^2D^2}{W^3},$$

with everything evaluated at $d$. In `force_constant_perturbation` it is

$$E''=U''+2\langle g,H''g\rangle-\frac{4\langle e,H'g\rangle^2}{2W}.$$

Here $g$ and $e$ are any real vectors that satisfy `IsLevel` for the energies $-W$ and $W$, which means that they obey the eigenvalue equation and have unit norm. Their signs are free. The theorem `isLevel_witness` gives an explicit pair for $D=7$, $t=24$, $W=25$.

The term with $H''$ is the frozen term: it is what the electrons contribute if their state is held fixed while the Hamiltonian changes. The last term is the response. Its factor 4 is the 2 of second-order perturbation theory for a second derivative, times two electrons, and its denominator is the gap $2W$. It is never positive, so the response of the electrons can only soften the bond. The theorems exclude equivalent sites, $D=0$, but both formulas still hold for them wherever $t(d)\neq0$, and the response term is then zero.

The two terms are the counterparts of the electronic contributions that density functional perturbation theory computes for the dynamical matrix, here for non-interacting electrons with two levels and a single coordinate, and with "frozen" meaning that the amplitudes on the two sites are held fixed. In a self-consistent calculation the state responds not only to the bare perturbation $H'$ but also to the potential induced by the change in density, which this model lacks. The site orbitals are taken to be orthonormal at every bond coordinate, so there are no overlap corrections either. Nor do the theorems require $d$ to be an equilibrium position. If $x$ is the bond length and $d$ is a minimum of the energy with $E''>0$, then $E''$ divided by the reduced mass is the squared angular frequency of the harmonic vibration.

## Populations and bond order from the eigenvalue equation

Let $v=(v_0,v_1)$ be a normalised level of energy $L$, so that

$$Dv_0+tv_1=Lv_0,\qquad tv_0-Dv_1=Lv_1,\qquad v_0^2+v_1^2=1.$$

Multiply the first equation by $v_0$ and the second by $v_1$, and subtract. The hopping terms cancel and leave $D=L(v_0^2-v_1^2)$. Together with $L=L(v_0^2+v_1^2)$ this gives

$$2Lv_0^2=L+D,\qquad 2Lv_1^2=L-D.$$

Now multiply the first equation by $v_1$ and the second by $v_0$, and add. The terms in $D$ cancel, and

$$2Lv_0v_1=t.$$

These three identities are `level_density`. Each `linear_combination` there lists the multipliers just used. Setting $L=-W$ and $L=W$ and dividing by $2L$ gives the normalised values

$$g_0^2=\frac{W-D}{2W},\quad g_1^2=\frac{W+D}{2W},\quad g_0g_1=-\frac{t}{2W},$$

$$e_0^2=\frac{W+D}{2W},\quad e_1^2=\frac{W-D}{2W},\quad e_0e_1=\frac{t}{2W}.$$

The frozen element follows at once. For a hopping perturbation $s$,

$$\langle g,\mathrm{hop}(s)\,g\rangle=2s\,g_0g_1=-\frac{ts}{W},$$

which is `frozen_element`. The coupling between the levels is $\langle e,\mathrm{hop}(s)\,g\rangle=s(e_0g_1+e_1g_0)$. Its sign depends on the choice of $g$ and $e$, but its square contains only the products above:

$$\begin{aligned}
\langle e,\mathrm{hop}(s)\,g\rangle^2
&=s^2\left(e_0^2g_1^2+e_1^2g_0^2+2\,e_0e_1\,g_0g_1\right)\\
&=s^2\,\frac{(W+D)^2+(W-D)^2-2t^2}{4W^2}\\
&=s^2\,\frac{2W^2+2D^2-2t^2}{4W^2}=\frac{s^2D^2}{W^2}.
\end{aligned}$$

The last step uses $W^2-t^2=D^2$. In `response_element` the proof multiplies through by $W^2$ and then combines the six identities for $g$ and $e$ with the formula for $W^2$ in a single `linear_combination`. For the pair in `isLevel_witness`, $e_0g_1+e_1g_0=-16/25+9/25=-7/25$, whose square is indeed $D^2/W^2=49/625$.

## Differentiating the gap twice

Differentiating $W^2=D^2+t^2$ gives $2WW'=2tt'$, hence

$$W'=\frac{tt'}{W}.$$

The theorem `halfGap_hasDerivAt` obtains the same result from the chain rule for the square root, whose argument is positive because $D\neq0$. The slope of the energy is therefore $E'=U'-2tt'/W$. In `force_constant_explicit` this is the equation `h1`, proved as an equality of functions, since a second derivative at $d$ needs the first derivative around $d$ and not only at it.

The quotient rule then gives

$$\begin{aligned}
W''&=\frac{t'^2+tt''}{W}-\frac{tt'\,W'}{W^2}
=\frac{t'^2+tt''}{W}-\frac{t^2t'^2}{W^3}\\
&=\frac{tt''}{W}+\frac{t'^2(W^2-t^2)}{W^3}
=\frac{tt''}{W}+\frac{t'^2D^2}{W^3}.
\end{aligned}$$

Inserting this in $E''=U''-2W''$ yields the explicit formula. In the Lean proof `h2` applies the product and quotient rules, `hD2` supplies $D^2=W^2-t^2$, and `field_simp` and `ring` do the remaining algebra.

The perturbation formula now needs no further differentiation. With $s=t''$ in the frozen element and $s=t'$ in the response element,

$$2\langle g,H''g\rangle=-\frac{2tt''}{W},\qquad
-\frac{4\langle e,H'g\rangle^2}{2W}=-\frac{4}{2W}\cdot\frac{t'^2D^2}{W^2}=-\frac{2t'^2D^2}{W^3}.$$

These are the two electronic terms of the explicit formula. The proof of `force_constant_perturbation` follows the same path: it starts from `force_constant_explicit`, uses `congr_deriv` to reduce the claim to an equality of two numbers, and rewrites with the two matrix elements.

## Following the eigenvector instead of the eigenvalue

The file differentiates the closed form of the energy and uses eigenvectors only at the single point $d$. The statement could also have been built on a differentiable family of lower levels $g(x)$, with the energy written as $E=2\langle g,Hg\rangle+U$. Normalisation then removes the terms with $g'$ from the first derivative and leaves $E'=U'+2\langle g,H'g\rangle$. One more derivative gives

$$E''=U''+2\langle g,H''g\rangle+4\langle g',H'g\rangle,\qquad
g'=-\frac{\langle e,H'g\rangle}{2W}\,e,$$

and inserting $g'$ reproduces the response term.

That version would show the first-order change of the state explicitly, and would be closer to the way a perturbation calculation is organised. In exchange, the theorem would have to assume or construct a choice of eigenvector whose sign doesn't jump along the bond coordinate. With the closed form, $g$ and $e$ can be chosen at $d$ alone, each with either sign.
